# For an odd number of Majorana operators, only combinations of 1 and their product G commute with all of them inside the algebra they generate

Let g_0, …, g_{n−1} be elements of a complex algebra that square to 1 and anticommute pairwise, and let G = g_0 g_1 ⋯ g_{n−1}. If n is odd, then an element X of the subalgebra generated by the g_j commutes with every g_j exactly when

X = x + yG, with x and y complex.

An element that commutes with all generators commutes with everything they generate, so these X form the centre of the subalgebra.

The physical question is which operators built from a set of Majorana modes are conserved under every Hamiltonian built from the same modes. Fermionic Hamiltonians contain only products of an even number of Majorana operators. For odd n, an X that commutes with all these products still commutes with each g_j: up to a sign, g_j is G times the product of the other n−1 operators, that product is even, and G commutes with everything in the subalgebra. So for a finite odd set that obeys the relations exactly, the answer is the identity, the product G, and their combinations. In a fermion system the parity operator anticommutes with every g_j, and G, which contains an odd number of them, then changes fermion parity.

In the code, A is the surrounding algebra, which may have infinite dimension, and n is the number of operators.

```lean
import Mathlib

open Matrix

namespace OddMajoranaCentre

noncomputable section

variable {A : Type*} [Ring A] {n : ℕ}
```

## Majorana relations and words

One fermion mode with annihilation operator a gives two Majorana operators, a + a† and i(a† − a). The canonical anticommutation relations make each square to 1 and make different ones anticommute:

g_i g_i = 1, and g_i g_j = −g_j g_i for i ≠ j.

This normalisation corresponds to {g_i, g_j} = 2δ_ij; some texts use operators that square to 1/2. The structure `IsMajorana g` assumes the two relations and nothing else. In particular there is no adjoint, so Hermiticity plays no part. To apply the result to a material, one must still identify its low-energy modes with operators that obey these relations exactly.

The family is a function `g : Fin n → A`, whose indices run from 0 to n−1.

```lean
/-- Majorana operators: each squares to one and different ones anticommute. -/
structure IsMajorana (g : Fin n → A) : Prop where
  sq : ∀ i, g i * g i = 1
  anti : ∀ i j, i ≠ j → g i * g j = -(g j * g i)
```

A product of Majorana operators is specified by a list l of indices, in which repetitions are allowed. Write W(l) for the product, |l| for the length of the list and c_j(l) for the number of times j occurs in it. The empty list gives W = 1.

```lean
/-- The product of the operators `g j` along a list of indices. -/
def word (g : Fin n → A) (l : List (Fin n)) : A := (l.map g).prod
```

The list 0, 1, …, n−1 gives G. Its name in the code is `chirality`, a word that textbooks mostly keep for an even number of gamma matrices, often with a phase chosen so that the square is 1. No phase is included here, and G² may be 1 or −1.

```lean
/-- The product `G = g_0 g_1 ... g_(n-1)` of all the operators in order. -/
def chirality (g : Fin n → A) : A := word g (List.finRange n)
```

## The sign from moving an operator through a word

Move g_j from the left of W(l) to its right. Each factor g_i with i ≠ j contributes −1, and each factor g_j contributes +1. There are |l| − c_j(l) factors of the first kind, and changing the minus to a plus does not alter the parity, so

g_j W(l) = (−1)^(|l| + c_j(l)) W(l) g_j.

The proof is an induction on the list. A new first factor g_j raises the exponent by 2 and leaves the sign alone; any other new factor raises it by 1 and supplies the minus sign of the anticommutation relation.

```lean
variable [Algebra ℂ A] {g : Fin n → A}

/-- Moving a Majorana operator through a word gives a sign, fixed by the length of the word
and the number of times the operator occurs in it. -/
theorem word_exchange (hg : IsMajorana g) (j : Fin n) (l : List (Fin n)) :
    g j * word g l = (-1 : ℂ) ^ (l.length + l.count j) • (word g l * g j) := by
  induction l with
  | nil => simp [word]
  | cons i l ih =>
    have hc : word g (i :: l) = g i * word g l := by simp [word]
    by_cases h : i = j
    · rw [hc, h, List.length_cons, List.count_cons_self,
        show l.length + 1 + (l.count j + 1) = l.length + l.count j + 2 by omega,
        pow_add, neg_one_sq, mul_one, mul_assoc (g j), ← mul_smul_comm, ← ih]
    · have hcount : (i :: l).count j = l.count j := by simp [h]
      rw [hc, hcount, List.length_cons,
        show l.length + 1 + l.count j = l.length + l.count j + 1 by omega,
        pow_succ, mul_neg_one, neg_smul, mul_assoc (g i), ← mul_smul_comm, ← ih,
        ← mul_assoc, hg.anti j i (Ne.symm h), neg_mul, mul_assoc]
```

## Words with even occurrence numbers

Suppose that every index occurs an even number of times in l. If l is empty, the word is 1. Otherwise its first index j occurs again, and l has the form j, u, j, v with shorter lists u and v. The exchange rule brings the two copies together:

g_j W(u) g_j W(v) = ± W(u) g_j g_j W(v) = ± W(u) W(v).

The remaining word is shorter by two factors, and all its occurrence numbers are still even. Repeating the step ends at ±1. In Lean this is a strong induction on the length, because the word shrinks by two factors at a time. The equation `e` is the cancellation displayed above.

```lean
/-- A word in which every Majorana operator occurs an even number of times is `1` or `-1`. -/
theorem word_of_even (hg : IsMajorana g) (l : List (Fin n)) (h : ∀ i, Even (l.count i)) :
    word g l = 1 ∨ word g l = -1 := by
  induction hN : l.length using Nat.strong_induction_on generalizing l with
  | _ N ih =>
    cases l with
    | nil => left; simp [word]
    | cons j t =>
      -- the first operator occurs again further on
      have hj : j ∈ t := by
        by_contra hn
        have h1 := h j
        rw [List.count_cons_self, List.count_eq_zero.mpr hn] at h1
        exact absurd h1 (by decide)
      obtain ⟨u, v, rfl⟩ := List.append_of_mem hj
      have hlen : (u ++ v).length < N := by
        simp only [List.length_cons, List.length_append] at hN ⊢
        omega
      have hcnt : ∀ i, Even ((u ++ v).count i) := by
        intro i
        have h1 := h i
        simp only [List.count_cons, List.count_append, Nat.even_iff] at h1 ⊢
        split_ifs at h1 <;> omega
      -- bring the two copies together and cancel them
      have e : word g (j :: (u ++ j :: v))
          = (-1 : ℂ) ^ (u.length + u.count j) • word g (u ++ v) := by
        calc word g (j :: (u ++ j :: v))
            = (g j * word g u) * (g j * word g v) := by simp [word, mul_assoc]
          _ = (-1 : ℂ) ^ (u.length + u.count j) •
                (word g u * (g j * g j) * word g v) := by
              rw [word_exchange hg j u]
              simp only [smul_mul_assoc, mul_assoc]
          _ = _ := by
              rw [hg.sq, mul_one]
              simp [word]
      rcases neg_one_pow_eq_or ℂ (u.length + u.count j) with hk | hk <;>
        rcases ih (u ++ v).length hlen (u ++ v) hcnt rfl with hw | hw <;>
        rw [e, hk, hw] <;> simp
```

## Words with odd occurrence numbers

Now suppose that every index occurs an odd number of times in l. Each index occurs once in G, so in the product W(l) G every index occurs an even number of times, and W(l) G = ±1. The same argument applied to G itself gives G² = ±1. Therefore

± W(l) = W(l) G² = (W(l) G) G = ± G,

and W(l) is G or −G. The auxiliary statement `mulG` is used for both products, and the four combinations of signs are then treated separately.

```lean
/-- A word in which every Majorana operator occurs an odd number of times is `G` or `-G`. -/
theorem word_of_odd (hg : IsMajorana g) (l : List (Fin n)) (h : ∀ i, Odd (l.count i)) :
    word g l = chirality g ∨ word g l = -chirality g := by
  have hone : ∀ i, (List.finRange n).count i = 1 := fun i =>
    List.count_eq_one_of_mem (List.nodup_finRange n) (List.mem_finRange i)
  -- multiplying by `G` makes all occurrence numbers even
  have mulG : ∀ m : List (Fin n), (∀ i, Odd (m.count i)) →
      word g m * chirality g = 1 ∨ word g m * chirality g = -1 := by
    intro m hm
    have e : word g m * chirality g = word g (m ++ List.finRange n) := by
      simp [word, chirality]
    rw [e]
    apply word_of_even hg
    intro i
    rw [List.count_append, hone i]
    exact (hm i).add_one
  have hGG : chirality g * chirality g = 1 ∨ chirality g * chirality g = -1 :=
    mulG (List.finRange n) (fun i => by rw [hone i]; exact odd_one)
  have a : word g l * (chirality g * chirality g) = word g l * chirality g * chirality g :=
    (mul_assoc _ _ _).symm
  rcases hGG with h2 | h2 <;> rcases mulG l h with h1 | h1 <;> rw [h2, h1] at a <;>
    simp only [mul_one, one_mul, mul_neg, neg_mul, neg_inj] at a
  · exact Or.inl a
  · exact Or.inr a
  · exact Or.inr (by rw [← a, neg_neg])
  · exact Or.inl a
```

## Averaging removes the words that anticommute

An element X of the generated subalgebra is a finite complex combination of words. If X commutes with g_k, then g_k X g_k = X g_k g_k = X, and so

X = (X + g_k X g_k)/2.

Apply the right-hand side to a single word W(l). By the exchange rule g_k W(l) g_k = ± W(l), so the average returns the word if it commutes with g_k and gives zero if the sign is −1. Hence X is a combination of words whose exchange sign with g_k is +1. A second average, with another operator, only keeps or deletes words, so the condition already obtained for g_k survives.

For n = 3 the calculation starts from eight words:

1, g_0, g_1, g_2, g_0g_1, g_0g_2, g_1g_2, g_0g_1g_2.

Averaging with g_0 leaves 1, g_0, g_1g_2 and g_0g_1g_2. Averaging with g_1 then deletes g_0 and g_1g_2. What is left is 1 and G, and the average with g_2 changes nothing.

The theorem does this for any list `L` of operators. `Algebra.adjoin ℂ (Set.range g)` is the generated subalgebra, including the identity, and `Submodule.span ℂ` is the set of complex linear combinations. The induction on `L` begins with the expansion of X in words. Its step, `tw`, shows that Y + g_k Y g_k has only the permitted words; for Y = X this sum is 2X, and a factor 1/2 finishes the step.

```lean
/-- An element of the Majorana algebra that commutes with all `g j` is a combination of words
whose exchange sign with `g j` is `+1` for each `j` in any chosen list `L`. -/
theorem mem_span_words (hg : IsMajorana g) {X : A}
    (hX : X ∈ Algebra.adjoin ℂ (Set.range g)) (hc : ∀ j, g j * X = X * g j)
    (L : List (Fin n)) :
    X ∈ Submodule.span ℂ
      {w : A | ∃ l, word g l = w ∧ ∀ j ∈ L, Even (l.length + l.count j)} := by
  induction L with
  | nil =>
    have hs : X ∈ Submodule.span ℂ (Submonoid.closure (Set.range g) : Set A) := by
      rw [← Algebra.adjoin_eq_span]
      exact hX
    have words : ∀ w ∈ Submonoid.closure (Set.range g), ∃ l, word g l = w := by
      intro w hw
      induction hw using Submonoid.closure_induction with
      | mem x hx =>
        obtain ⟨j, rfl⟩ := hx
        exact ⟨[j], by simp [word]⟩
      | one => exact ⟨[], by simp [word]⟩
      | mul x y _ _ hx hy =>
        obtain ⟨a, rfl⟩ := hx
        obtain ⟨b, rfl⟩ := hy
        exact ⟨a ++ b, by simp [word]⟩
    refine Submodule.span_mono ?_ hs
    intro w hw
    obtain ⟨l, hl⟩ := words w hw
    exact ⟨l, hl, by simp⟩
  | cons k L ih =>
    -- averaging over conjugation by `g k` removes the words that anticommute with it
    have tw : ∀ Y ∈ Submodule.span ℂ
        {w : A | ∃ l, word g l = w ∧ ∀ j ∈ L, Even (l.length + l.count j)},
        Y + g k * Y * g k ∈ Submodule.span ℂ
        {w : A | ∃ l, word g l = w ∧ ∀ j ∈ k :: L, Even (l.length + l.count j)} := by
      intro Y hY
      induction hY using Submodule.span_induction with
      | mem w hw =>
        obtain ⟨l, rfl, hl⟩ := hw
        have e := word_exchange hg k l
        rcases Nat.even_or_odd (l.length + l.count k) with h | h
        · rw [h.neg_one_pow, one_smul] at e
          rw [e, mul_assoc, hg.sq, mul_one]
          refine add_mem ?_ ?_ <;>
            exact Submodule.subset_span ⟨l, rfl, List.forall_mem_cons.mpr ⟨h, hl⟩⟩
        · rw [h.neg_one_pow, neg_one_smul] at e
          rw [e, neg_mul, mul_assoc, hg.sq, mul_one, add_neg_cancel]
          exact zero_mem _
      | zero => simp
      | add x y _ _ hx hy =>
        convert add_mem hx hy using 1
        noncomm_ring
      | smul c x _ hx =>
        convert Submodule.smul_mem _ c hx using 1
        rw [smul_add, mul_smul_comm, smul_mul_assoc]
    have h2 := tw X ih
    rw [hc k, mul_assoc, hg.sq, mul_one] at h2
    convert Submodule.smul_mem _ (1 / 2 : ℂ) h2 using 1
    module
```

## Only 1 and G remain

Take all n operators in the averaging. Every remaining word has |l| + c_j(l) even for all j, so each c_j(l) has the parity of |l|. If |l| is even, all occurrence numbers are even and the word is ±1. If |l| is odd, they are all odd and the word is ±G. A combination of such words has the form x + yG.

Nothing here requires n to be odd, and the theorem holds for every n, including n = 0, where G = 1. It shows that a commuting element has this form; it does not say that every element of this form commutes. In the proof, `Submodule.span_le` reduces the claim to single words, and `Submodule.mem_span_pair` reads off x and y.

```lean
/-- For any number of Majorana operators, an element of their algebra that commutes with all
of them has the form `x + y G` with complex `x` and `y`. -/
theorem commuting_form (hg : IsMajorana g) {X : A}
    (hX : X ∈ Algebra.adjoin ℂ (Set.range g)) (hc : ∀ j, g j * X = X * g j) :
    ∃ x y : ℂ, X = x • (1 : A) + y • chirality g := by
  have hs : X ∈ Submodule.span ℂ {(1 : A), chirality g} := by
    refine Submodule.span_le.mpr ?_ (mem_span_words hg hX hc (List.finRange n))
    rintro w ⟨l, rfl, hl⟩
    -- all occurrence numbers share the parity of the length
    rcases Nat.even_or_odd l.length with h | h
    · have hev : ∀ i, Even (l.count i) := fun i =>
        (Nat.even_add.mp (hl i (List.mem_finRange i))).mp h
      rcases word_of_even hg l hev with e | e <;> rw [e]
      · exact Submodule.subset_span (by simp)
      · exact neg_mem (Submodule.subset_span (by simp))
    · have hodd : ∀ i, Odd (l.count i) := fun i => by
        have h2 := hl i (List.mem_finRange i)
        rw [Nat.even_iff] at h2
        rw [Nat.odd_iff] at h ⊢
        omega
      rcases word_of_odd hg l hodd with e | e <;> rw [e]
      · exact Submodule.subset_span (by simp)
      · exact neg_mem (Submodule.subset_span (by simp))
  obtain ⟨x, y, h⟩ := Submodule.mem_span_pair.mp hs
  exact ⟨x, y, h.symm⟩
```

## Oddness makes G commute

For the converse, G is a product of generators and so lies in the subalgebra, as does x + yG. In G the length is n and each index occurs once, so

g_j G = (−1)^(n+1) G g_j.

For odd n the sign is +1, and x + yG commutes with every g_j. For even n ≥ 2 the sign is −1, and in a nonzero algebra G does not commute with the g_j.

The final theorem reads: for odd n and any X in A, X lies in the generated subalgebra and commutes with each `g j` if and only if there are complex x and y with `X = x • (1 : A) + y • chirality g`. The first direction is the previous theorem, and the second uses the exchange rule for G in the equation `e`.

```lean
/-- For an odd number of Majorana operators, the elements of their algebra that commute with
all of them are exactly the combinations `x + y G` with complex `x` and `y`. -/
theorem centre_of_odd (hg : IsMajorana g) (hn : Odd n) (X : A) :
    (X ∈ Algebra.adjoin ℂ (Set.range g) ∧ ∀ j, g j * X = X * g j) ↔
      ∃ x y : ℂ, X = x • (1 : A) + y • chirality g := by
  constructor
  · rintro ⟨hX, hc⟩
    exact commuting_form hg hX hc
  · rintro ⟨x, y, rfl⟩
    constructor
    · have hG : chirality g ∈ Algebra.adjoin ℂ (Set.range g) := by
        refine list_prod_mem ?_
        intro a ha
        obtain ⟨j, _, rfl⟩ := List.mem_map.mp ha
        exact Algebra.subset_adjoin ⟨j, rfl⟩
      exact add_mem (Subalgebra.smul_mem _ (one_mem _) x) (Subalgebra.smul_mem _ hG y)
    · intro j
      -- for odd `n` the exchange sign of `G` with each operator is `+1`
      have e : g j * chirality g = chirality g * g j := by
        unfold chirality
        rw [word_exchange hg j, List.length_finRange,
          List.count_eq_one_of_mem (List.nodup_finRange n) (List.mem_finRange j),
          hn.add_one.neg_one_pow, one_smul]
      simp only [mul_add, add_mul, mul_smul_comm, smul_mul_assoc, mul_one, one_mul, e]
```

## Three Pauli matrices, and why x and y need not be unique

The Pauli matrices σ_x, σ_y and σ_z give a concrete example of the relations with n = 3. They are not three Majorana modes of a fermion system, since no nonzero 2×2 matrix anticommutes with all three and could serve as the parity operator. In the code they are `pauli 0`, `pauli 1` and `pauli 2`.

```lean
/-- The three Pauli matrices `X`, `Y`, `Z`. -/
def pauli : Fin 3 → Matrix (Fin 2) (Fin 2) ℂ :=
  ![!![0, 1; 1, 0], !![0, -Complex.I; Complex.I, 0], !![1, 0; 0, -1]]
```

Each squares to the identity and different ones anticommute, which Lean confirms by going through the indices and multiplying the matrices.

The example also exposes a mistake that is easily made, namely to read the result as saying that the centre always has dimension two. For the Pauli matrices

G = σ_x σ_y σ_z = i·1,

so G is itself a multiple of the identity, the centre consists of the scalars alone, and many pairs x, y describe the same X. The theorem accordingly claims that x and y exist, without claiming that they are unique. If G is not a multiple of the identity, 1 and G are linearly independent and the pair is unique.

```lean
/-- The three Pauli matrices satisfy the relations of `IsMajorana`. -/
theorem pauli_witness : IsMajorana pauli := by
  constructor
  · intro i
    fin_cases i <;> simp [pauli, Matrix.one_fin_two]
  · intro i j
    fin_cases i <;> fin_cases j <;> simp [pauli]

end

end OddMajoranaCentre
```

```lean
#print axioms OddMajoranaCentre.centre_of_odd
-- 'OddMajoranaCentre.centre_of_odd' depends on axioms: [propext, Classical.choice, Quot.sound]
```
